# Finite master equations with acyclic transition graphs have only detailed-balanced stationary states

A molecule that hops between conformations can settle into steady populations in two ways: the jumps between every pair of conformations balance, or a net current keeps circulating through several of them. If the map of allowed jumps has no closed loop, the second way is excluded whatever the values of the rates.

```lean
import Mathlib

open Matrix

namespace AcyclicTransitionGraph

noncomputable section

variable {V : Type*} [Fintype V] [DecidableEq V]

/-- A rate matrix: `W i j` is the rate of jumps from `j` to `i`, nonnegative for `i ≠ j`,
and every column sums to zero. -/
structure IsRateMatrix (W : Matrix V V ℝ) : Prop where
  nonneg : ∀ i j, i ≠ j → 0 ≤ W i j
  colSum : ∀ j, ∑ i, W i j = 0

/-- The undirected graph joining two distinct states when a rate between them, in at least one
direction, is nonzero. -/
def transitionGraph (W : Matrix V V ℝ) : SimpleGraph V :=
  SimpleGraph.fromRel (fun i j => W i j ≠ 0)

/-- The net probability current from state `j` to state `i`. -/
def current (W : Matrix V V ℝ) (p : V → ℝ) (i j : V) : ℝ := W i j * p j - W j i * p i

/-- Detailed balance: forward and backward fluxes agree for every pair of states. -/
def DetailedBalance (W : Matrix V V ℝ) (p : V → ℝ) : Prop :=
  ∀ i j, W i j * p j = W j i * p i

omit [DecidableEq V] in
/-- For zero column sums, the rate of change of the population of a state is the sum of the
net currents into it. -/
theorem sum_current {W : Matrix V V ℝ} (hW : ∀ j, ∑ i, W i j = 0) (p : V → ℝ) (i : V) :
    ∑ j, current W p i j = (W *ᵥ p) i := by
  simp only [current, Finset.sum_sub_distrib, ← Finset.sum_mul, hW, zero_mul, sub_zero,
    Matrix.mulVec, dotProduct]

/-- For zero column sums, the population of a set of states changes only by the net current
through its boundary. -/
theorem cut_current {W : Matrix V V ℝ} (hW : ∀ j, ∑ i, W i j = 0) (p : V → ℝ)
    (S : Finset V) :
    ∑ i ∈ S, (W *ᵥ p) i = ∑ i ∈ S, ∑ j ∈ Sᶜ, current W p i j := by
  -- the currents inside `S` cancel in pairs
  have hX : ∑ i ∈ S, ∑ j ∈ S, current W p i j = 0 := by
    simp only [current, Finset.sum_sub_distrib]
    exact sub_eq_zero.mpr Finset.sum_comm
  have split : ∀ i, (W *ᵥ p) i =
      ∑ j ∈ S, current W p i j + ∑ j ∈ Sᶜ, current W p i j := fun i => by
    rw [Finset.sum_add_sum_compl, sum_current hW]
  rw [Finset.sum_congr rfl (fun i _ => split i), Finset.sum_add_distrib, hX, zero_add]

omit [Fintype V] [DecidableEq V] in
/-- A graph is acyclic exactly when deleting any edge disconnects its two ends. -/
theorem isAcyclic_iff_cut (G : SimpleGraph V) :
    G.IsAcyclic ↔ ∀ i j, G.Adj i j → ¬ (G.deleteEdges {s(i, j)}).Reachable i j := by
  rw [SimpleGraph.isAcyclic_iff_forall_adj_isBridge]
  simp +contextual only [SimpleGraph.isBridge_iff, SimpleGraph.deleteEdges]

/-- If the columns of `W` sum to zero and its transition graph is acyclic, every real vector
`p` with `W p = 0` satisfies detailed balance. -/
theorem detailedBalance_of_acyclic {W : Matrix V V ℝ} (hW : ∀ j, ∑ i, W i j = 0)
    (hG : (transitionGraph W).IsAcyclic) {p : V → ℝ} (hp : W *ᵥ p = 0) :
    DetailedBalance W p := by
  classical
  intro i j
  have hcur : ∀ a b, ¬ (transitionGraph W).Adj a b → current W p a b = 0 := by
    intro a b hn
    by_cases hab : a = b
    · subst hab
      exact sub_self _
    · simp only [transitionGraph, SimpleGraph.fromRel_adj, ne_eq, not_and, not_or,
        not_not] at hn
      obtain ⟨h1, h2⟩ := hn hab
      simp [current, h1, h2]
  apply sub_eq_zero.mp
  change current W p i j = 0
  by_cases hij : (transitionGraph W).Adj i j
  · have hnr := (isAcyclic_iff_cut _).mp hG i j hij
    -- `S` is the side of `i` after the edge `ij` is deleted
    let S : Finset V := Finset.univ.filter
      (fun a => ((transitionGraph W).deleteEdges {s(i, j)}).Reachable i a)
    have hS : ∀ a, a ∈ S ↔ ((transitionGraph W).deleteEdges {s(i, j)}).Reachable i a :=
      fun a => by simp only [S, Finset.mem_filter, Finset.mem_univ, true_and]
    have hiS : i ∈ S := (hS i).mpr (SimpleGraph.Reachable.refl i)
    have hjS : j ∈ Sᶜ := Finset.mem_compl.mpr (fun h => hnr ((hS j).mp h))
    -- no other edge crosses the boundary of `S`
    have hz : ∀ a ∈ S, ∀ b ∈ Sᶜ, ¬ (a = i ∧ b = j) → current W p a b = 0 := by
      intro a ha b hb hne
      apply hcur
      intro hab
      have haR := (hS a).mp ha
      refine Finset.mem_compl.mp hb ((hS b).mpr (haR.trans (SimpleGraph.Adj.reachable
        (SimpleGraph.deleteEdges_adj.mpr ⟨hab, fun he => ?_⟩))))
      rcases Sym2.eq_iff.mp (Set.mem_singleton_iff.mp he) with h | ⟨h1, _⟩
      · exact hne h
      · exact hnr (h1 ▸ haR)
    have hcut := cut_current hW p S
    rw [Finset.sum_eq_single_of_mem (s := S) (f := fun a => ∑ b ∈ Sᶜ, current W p a b) i hiS
        (fun a ha hai => Finset.sum_eq_zero fun b hb => hz a ha b hb (fun h => hai h.1)),
      Finset.sum_eq_single_of_mem j hjS
        (fun b hb hbj => hz i hiS b hb (fun h => hbj h.2)), hp] at hcut
    simpa using hcut.symm
  · exact hcur i j hij

/-- A unit flow from `a` to `b` along the edges of `H`: `F i j ≥ 0` is the flux from `j` to
`i`, and inflow equals outflow up to a unit source at `a` and a unit sink at `b`. -/
structure IsFlow (H : SimpleGraph V) (a b : V) (F : V → V → ℝ) : Prop where
  nonneg : ∀ i j, 0 ≤ F i j
  support : ∀ i j, ¬ H.Adj i j → F i j = 0
  balance : ∀ k, ∑ i, F k i - ∑ i, F i k =
    (if k = b then 1 else 0) - (if k = a then 1 else 0)

/-- The flux of a single jump from `a` to `b`. -/
def hop (a b i j : V) : ℝ := (if i = b then 1 else 0) * (if j = a then 1 else 0)

/-- A jump along an edge is a unit flow between its ends. -/
theorem hop_isFlow {H : SimpleGraph V} {a b : V} (h : H.Adj a b) :
    IsFlow H a b (hop a b) where
  nonneg i j := by
    unfold hop
    split_ifs <;> norm_num
  support i j hn := by
    by_cases hi : i = b
    · by_cases hj : j = a
      · rw [hi, hj] at hn
        exact absurd h.symm hn
      · simp [hop, hj]
    · simp [hop, hi]
  balance k := by
    simp only [hop, ← Finset.mul_sum, ← Finset.sum_mul, Finset.sum_ite_eq',
      Finset.mem_univ, if_true, mul_one, one_mul]

/-- Two connected states are joined by a unit flow. -/
theorem exists_flow {H : SimpleGraph V} {a b : V} (h : H.Reachable a b) :
    ∃ F, IsFlow H a b F := by
  obtain ⟨w⟩ := h
  induction w with
  | nil => exact ⟨fun _ _ => 0, ⟨by simp, by simp, by simp⟩⟩
  | @cons a b c h q ih =>
    obtain ⟨F, hF⟩ := ih
    have hh := hop_isFlow h
    refine ⟨fun i j => hop a b i j + F i j,
      ⟨fun i j => add_nonneg (hh.nonneg i j) (hF.nonneg i j),
       fun i j hn => by simp only [hh.support i j hn, hF.support i j hn, add_zero],
       fun k => ?_⟩⟩
    have h1 := hh.balance k
    have h2 := hF.balance k
    simp only [Finset.sum_add_distrib]
    linarith

/-- Every finite graph with a cycle is the transition graph of a rate matrix for which equal
populations are stationary but violate detailed balance. -/
theorem exists_driven_of_not_acyclic (G : SimpleGraph V) (hG : ¬ G.IsAcyclic) :
    ∃ W : Matrix V V ℝ, IsRateMatrix W ∧ transitionGraph W = G ∧
      W *ᵥ (fun _ => 1) = 0 ∧ ¬ DetailedBalance W (fun _ => 1) := by
  classical
  simp only [isAcyclic_iff_cut, not_forall, not_not] at hG
  obtain ⟨u, v, huv, hr⟩ := hG
  obtain ⟨F, hF⟩ := exists_flow hr
  have hh := hop_isFlow huv.symm
  have hFG : ∀ i j, ¬ G.Adj i j → F i j = 0 := fun i j h =>
    hF.support i j (fun h' => h (SimpleGraph.deleteEdges_adj.mp h').1)
  have hFuv : F u v = 0 := hF.support _ _ (fun h =>
    (SimpleGraph.deleteEdges_adj.mp h).2 (Set.mem_singleton _))
  have hFvu : F v u = 0 := hF.support _ _ (fun h =>
    (SimpleGraph.deleteEdges_adj.mp h).2 (Set.mem_singleton_iff.mpr Sym2.eq_swap))
  -- symmetric unit rates plus a circulation through the edge `uv`
  obtain ⟨R, hR0, hR1, hRb, hRuv⟩ : ∃ R : V → V → ℝ, (∀ i j, ¬ G.Adj i j → R i j = 0) ∧
      (∀ i j, G.Adj i j → 1 ≤ R i j) ∧ (∀ k, ∑ i, R k i = ∑ i, R i k) ∧
      R u v ≠ R v u := by
    refine ⟨fun i j => (if G.Adj i j then 1 else 0) + F i j + hop v u i j,
      fun i j h => by simp [h, hFG i j h, hh.support i j h], fun i j h => ?_,
      fun k => ?_, ?_⟩
    · have h1 := hF.nonneg i j
      have h2 := hh.nonneg i j
      simp only [h, if_true]
      linarith
    · have hA : ∑ i, (if G.Adj k i then (1 : ℝ) else 0) = ∑ i, if G.Adj i k then 1 else 0 :=
        Finset.sum_congr rfl fun i _ => by simp only [G.adj_comm k i]
      have h1 := hF.balance k
      have h2 := hh.balance k
      simp only [Finset.sum_add_distrib]
      linarith
    · simp [hFuv, hFvu, huv, huv.symm, hop, huv.ne]
  -- the diagonal is fixed by conservation of probability
  let W : Matrix V V ℝ := fun i j => R i j - if i = j then ∑ k, R k j else 0
  have hoff : ∀ i j, i ≠ j → W i j = R i j := fun i j h => by simp [W, h]
  have hpos : ∀ i j, G.Adj i j → 0 < W i j := fun i j h => by
    rw [hoff i j h.ne]
    linarith [hR1 i j h]
  refine ⟨W, ⟨fun i j h => ?_, fun j => ?_⟩, ?_, ?_, fun hd => ?_⟩
  · by_cases hg : G.Adj i j
    · exact (hpos i j hg).le
    · rw [hoff i j h, hR0 i j hg]
  · simp [W, Finset.sum_sub_distrib]
  · ext i j
    simp only [transitionGraph, SimpleGraph.fromRel_adj]
    constructor
    · rintro ⟨hne, h⟩
      by_contra hg
      rcases h with h | h
      · exact h (by rw [hoff i j hne, hR0 i j hg])
      · exact h (by rw [hoff j i hne.symm, hR0 j i (fun h' => hg h'.symm)])
    · exact fun h => ⟨h.ne, Or.inl (hpos i j h).ne'⟩
  · funext i
    have hi : (W *ᵥ fun _ => 1) i = ∑ j, R i j - ∑ k, R k i := by
      simp [W, Matrix.mulVec, dotProduct, Finset.sum_sub_distrib]
    exact hi.trans (sub_eq_zero.mpr (hRb i))
  · have h := hd u v
    rw [hoff u v huv.ne, hoff v u huv.ne', mul_one, mul_one] at h
    exact hRuv h

/-- A finite graph is acyclic exactly when, for every rate matrix with this transition graph,
all stationary vectors satisfy detailed balance. -/
theorem acyclic_iff_forces_detailedBalance (G : SimpleGraph V) :
    G.IsAcyclic ↔ ∀ W : Matrix V V ℝ, IsRateMatrix W → transitionGraph W = G →
      ∀ p : V → ℝ, W *ᵥ p = 0 → DetailedBalance W p := by
  constructor
  · intro h W hW hWG p hp
    exact detailedBalance_of_acyclic hW.colSum (by rw [hWG]; exact h) hp
  · intro h
    by_contra hG
    obtain ⟨W, hW, hWG, hs, hd⟩ := exists_driven_of_not_acyclic G hG
    exact hd (h W hW hWG _ hs)

end

end AcyclicTransitionGraph
```

```lean
#print axioms AcyclicTransitionGraph.acyclic_iff_forces_detailedBalance
-- 'AcyclicTransitionGraph.acyclic_iff_forces_detailedBalance' depends on axioms: [propext, Classical.choice, Quot.sound]
```

## States, rates and currents

The populations $p_i$ of finitely many states obey $\dot p = Wp$ with constant rates. Here $W_{ij}$, for $i \neq j$, is the rate of jumps from $j$ to $i$; some texts use the opposite index order. The condition $\sum_i W_{ij} = 0$ for every $j$ expresses conservation of probability: what leaves $j$ arrives somewhere else. `IsRateMatrix` adds that the off-diagonal rates are nonnegative.

The net current from $j$ to $i$ is

$$J_{ij} = W_{ij}p_j - W_{ji}p_i ,$$

written `current W p i j`. `DetailedBalance W p` says that the two terms agree for every pair. `transitionGraph W` joins two distinct states if a rate between them is nonzero in at least one direction, so a reversible pair of jumps is one edge and not a loop. Acyclic means that no closed route runs through three or more distinct states, visiting each exactly once before it returns to its start. The graph may fall into several disconnected trees.

The theorem `detailedBalance_of_acyclic` takes zero column sums, an acyclic transition graph and a vector with $Wp = 0$, and concludes detailed balance. It assumes neither nonnegative rates nor a positive or normalised $p$. If a jump from $j$ to $i$ has no reverse, the conclusion reads $W_{ij}p_j = 0$, so state $j$ is empty in any stationary state.

## Cutting the graph at one edge

Summing the currents into $i$ gives

$$\sum_j J_{ij} = (Wp)_i - p_i\sum_j W_{ji} = (Wp)_i ,$$

because column $i$ sums to zero. This is `sum_current`. Now sum over a set $S$ of states. Since $J_{ij} = -J_{ji}$, the currents inside $S$ cancel, and

$$\sum_{i\in S}(Wp)_i = \sum_{i\in S}\sum_{j\notin S}J_{ij}.$$

This is `cut_current`; the cancellation is `hX`, obtained by exchanging the order of a double sum.

Take an edge $ij$ of an acyclic graph and delete it. If a path from $i$ to $j$ remained, the deleted edge would close it to a cycle, so $i$ and $j$ are now disconnected. Conversely, deleting an edge of a cycle leaves its ends joined by the rest of the cycle. `isAcyclic_iff_cut` records both directions, using Mathlib's description of acyclic graphs by bridges.

Let $S$ be the set of states still reachable from $i$. It contains $i$ but not $j$. Any other edge from a state in $S$ to a state $b$ outside it would make $b$ reachable, a contradiction. Hence only $ij$ crosses the boundary, and stationarity gives

$$0 = \sum_{a\in S}(Wp)_a = J_{ij}.$$

In the Lean proof, `hcur` disposes of pairs that are not edges, where the current vanishes trivially, and `hz` shows that every other boundary term is zero. Two uses of `Finset.sum_eq_single_of_mem` then reduce the double sum to the single current $J_{ij}$.

## Driving a current around a cycle

For a graph with a cycle, `exists_driven_of_not_acyclic` constructs rates that sustain a current. Some edge $uv$ can be deleted with $u$ and $v$ still connected. Send one unit of flux along a remaining walk from $u$ to $v$, and let $F_{ij}$ be the resulting flux from $j$ to $i$. At each state $k$,

$$\sum_i F_{ki} - \sum_i F_{ik} = \delta_{kv} - \delta_{ku}.$$

`exists_flow` builds $F$ by induction on the walk: the empty walk carries no flux, and each further step adds a `hop`, whose source and sink terms telescope. In `hop a b` the jump goes from `a` to `b`, while the matrix indices that follow keep the order destination, origin.

Closing the flow with a jump from $v$ to $u$ removes the source and the sink. Let $A_{ij}$ be 1 on edges of the graph and 0 otherwise, and set

$$R_{ij} = A_{ij} + F_{ij} + \delta_{iu}\delta_{jv}, \qquad W_{ij} = R_{ij} - \delta_{ij}\sum_k R_{kj}.$$

The symmetric part $A$ makes both rates positive on every edge, so the transition graph is exactly the given one. The columns of $W$ sum to zero by construction. The row and column sums of $R$ agree, so equal populations are stationary. But $F$ vanishes on the deleted edge, which gives $W_{uv} = 2$ and $W_{vu} = 1$. Lean uses the unnormalised vector with all entries 1, for which $J_{uv} = 1$; with $N$ states and $p_i = 1/N$ the current is $1/N$. On a triangle, with the direct two-step walk from $u$ to $v$, this is the familiar ring with rate 2 in one sense and 1 in the other.

Together the two directions give `acyclic_iff_forces_detailedBalance`. The equivalence concerns a graph and all rate matrices on it. A particular matrix on a cyclic graph may still satisfy detailed balance, as symmetric unit rates do with equal populations.

## From balanced pairs to thermal equilibrium

For a finite quantum system whose populations obey a closed master equation with constant rates, decoupled from the coherences, the result rules out net stationary currents between levels whenever the allowed transitions form a tree.

The step from there to thermal equilibrium needs more than these hypotheses. $W_{ij}$ is the total rate from $j$ to $i$, and several mechanisms may contribute to it. Take a single level without spin degeneracy, holding at most one electron, that exchanges electrons with two leads. It has two states, empty and occupied, joined by one edge. Its total fluxes balance in the steady state, yet under a bias electrons can enter from one lead and leave to the other. In thermal equilibrium, microscopic reversibility makes each mechanism balance separately. Even that is not sufficient: if the two links of a chain of three levels with distinct energies are driven by baths at different temperatures, each mechanism balances, but the populations fit no single temperature.
